# The semicanonical Fock matrix is the closest matrix to F, in Frobenius norm, that commutes with the density matrix

A random-phase calculation may start from a determinant that is not self-consistent for the Fock matrix $F$ used afterwards. Diagonalising $F$ then mixes occupied and virtual orbitals: the eigenvectors no longer separate into the old occupied space and its complement, and the determinant is lost. Diagonalising only the occupied-occupied and virtual-virtual blocks keeps the determinant. It amounts to replacing $F$ by a matrix from which the occupied-virtual coupling has been removed. The results below say how large this change is in Frobenius norm, and that no smaller change would do.

Matrices are complex and indexed by a finite type `n`, which stands for an orthonormal one-particle basis of any size.

In Lean 4 with Mathlib:

```lean
import Mathlib

open Matrix

namespace SemicanonicalProjection

noncomputable section

variable {n : Type*} [Fintype n] [DecidableEq n]
```

## Density matrix, block projection and distance

A single determinant is represented by its one-particle density matrix $P$, with $P^\dagger=P$ and $P^2=P$. These are the two fields of the structure; the number of electrons is left free.

```lean
/-- A one-particle density matrix of a single determinant in an orthonormal basis:
Hermitian and idempotent. -/
structure IsDensityMatrix (P : Matrix n n ℂ) : Prop where
  herm : Pᴴ = P
  idem : P * P = P
```

Let $Q=1-P$ project onto the virtual space. The semicanonical matrix is $H=PFP+QFQ$. Here $F$ is any given matrix: its construction from $P$ or from integrals plays no part.

```lean
/-- The semicanonical Fock matrix: the occupied-occupied and virtual-virtual parts of `F`. -/
def semicanonical (P F : Matrix n n ℂ) : Matrix n n ℂ :=
  P * F * P + (1 - P) * F * (1 - P)
```

Distances are measured by $\|A\|^2=\sum_{ij}|A_{ij}|^2$,

```lean
/-- The sum of the squared moduli of all matrix elements. -/
def frobSq (A : Matrix n n ℂ) : ℝ := ∑ i, ∑ j, ‖A i j‖ ^ 2
```

and the Frobenius norm is the square root of this sum.

```lean
/-- The Frobenius norm of a matrix. -/
def frobNorm (A : Matrix n n ℂ) : ℝ := Real.sqrt (frobSq A)
```

## Orthogonality in the trace inner product

Since $\|A\|^2=\mathrm{tr}(A^\dagger A)$,

$$\|A+B\|^2=\|A\|^2+\|B\|^2+\mathrm{tr}(A^\dagger B)+\mathrm{tr}(B^\dagger A).$$

If $\mathrm{tr}(B^\dagger A)=0$, its complex conjugate $\mathrm{tr}(A^\dagger B)$ vanishes too, and the squared norms add. In the proof, `tr` is the trace formula and `h'` the conjugate cross term.

```lean
omit [DecidableEq n] in
/-- Squared Frobenius norms add for two matrices that are orthogonal in the trace
inner product. -/
theorem frobSq_add_of_orthogonal (A B : Matrix n n ℂ) (h : (Bᴴ * A).trace = 0) :
    frobSq (A + B) = frobSq A + frobSq B := by
  -- the squared norm is the trace of `Mᴴ M`
  have tr : ∀ M : Matrix n n ℂ, ((frobSq M : ℝ) : ℂ) = (Mᴴ * M).trace := by
    intro M
    simp only [frobSq, Matrix.trace, Matrix.diag_apply, Matrix.mul_apply,
      Matrix.conjTranspose_apply]
    push_cast
    rw [Finset.sum_comm]
    refine Finset.sum_congr rfl fun j _ => Finset.sum_congr rfl fun i _ => ?_
    exact (Complex.conj_mul' _).symm
  -- the other cross term is the complex conjugate of the first
  have h' : (Aᴴ * B).trace = 0 := by
    have h2 := congrArg star h
    rw [← Matrix.trace_conjTranspose, Matrix.conjTranspose_mul,
      Matrix.conjTranspose_conjTranspose, star_zero] at h2
    exact h2
  apply Complex.ofReal_injective
  rw [Complex.ofReal_add, tr, tr, tr, Matrix.conjTranspose_add, Matrix.add_mul,
    Matrix.mul_add, Matrix.mul_add, Matrix.trace_add, Matrix.trace_add, Matrix.trace_add,
    h, h']
  ring
```

A non-zero matrix has some entry $A_{ij}\neq0$, which contributes a positive term to a sum of non-negative ones, so $\|A\|^2>0$.

```lean
omit [DecidableEq n] in
/-- A non-zero matrix has a strictly positive squared Frobenius norm. -/
theorem frobSq_pos {A : Matrix n n ℂ} (hA : A ≠ 0) : 0 < frobSq A := by
  have hex : ∃ i j, A i j ≠ 0 := by
    by_contra h
    apply hA
    ext i j
    by_contra hij
    exact h ⟨i, j, hij⟩
  obtain ⟨i, j, hij⟩ := hex
  exact Finset.sum_pos' (fun _ _ => Finset.sum_nonneg fun _ _ => sq_nonneg _)
    ⟨i, Finset.mem_univ i, Finset.sum_pos' (fun _ _ => sq_nonneg _)
      ⟨j, Finset.mem_univ j, pow_pos (norm_pos_iff.mpr hij) 2⟩⟩
```

Let $C$ commute with $P$, hence also with $Q$. For $R=P$ or $R=Q$, cyclicity and $R^2=R$ give

$$\mathrm{tr}(C\,RFR)=\mathrm{tr}(RCRF)=\mathrm{tr}(CR^2F)=\mathrm{tr}(CRF).$$

Adding the two cases, $\mathrm{tr}(CH)=\mathrm{tr}(C(P+Q)F)=\mathrm{tr}(CF)$. The step for general $R$ is `key`, applied once to each projector.

```lean
/-- The semicanonical matrix and the Fock matrix have the same trace against every matrix
that commutes with the density matrix. -/
theorem trace_mul_semicanonical {P : Matrix n n ℂ} (hP : P * P = P) (F C : Matrix n n ℂ)
    (hC : C * P = P * C) : (C * semicanonical P F).trace = (C * F).trace := by
  -- one of the two outer projectors can be cycled around the trace and absorbed
  have key : ∀ R : Matrix n n ℂ, R * R = R → C * R = R * C →
      (C * (R * F * R)).trace = (C * R * F).trace := by
    intro R hR hCR
    have e : R * (C * R * F) = C * R * F := by
      calc R * (C * R * F) = (R * C) * R * F := by simp only [mul_assoc]
        _ = C * (R * R) * F := by rw [← hCR, mul_assoc C R R]
        _ = C * R * F := by rw [hR]
    calc (C * (R * F * R)).trace = ((C * R * F) * R).trace := by simp only [mul_assoc]
      _ = (R * (C * R * F)).trace := Matrix.trace_mul_comm _ _
      _ = (C * R * F).trace := by rw [e]
  have hQ : (1 - P) * (1 - P) = 1 - P := by
    rw [mul_sub, sub_mul, sub_mul, hP]
    simp
  have hCQ : C * (1 - P) = (1 - P) * C := by
    rw [mul_sub, sub_mul, hC, mul_one, one_mul]
  rw [semicanonical, mul_add, Matrix.trace_add, key P hP hC, key (1 - P) hQ hCQ,
    ← Matrix.trace_add]
  congr 1
  noncomm_ring
```

Because $QP=PQ=P-P^2=0$, both $HP$ and $PH$ reduce to $PFP$, so $H$ commutes with $P$. The tactic `noncomm_ring` does the expansion without reordering factors.

```lean
/-- The semicanonical matrix commutes with the density matrix. -/
theorem semicanonical_commute {P : Matrix n n ℂ} (hP : P * P = P) (F : Matrix n n ℂ) :
    semicanonical P F * P = P * semicanonical P F := by
  have h1 : semicanonical P F * P = P * F * P := by
    calc semicanonical P F * P = P * F * (P * P) + (1 - P) * F * (P - P * P) := by
          unfold semicanonical; noncomm_ring
      _ = P * F * P := by rw [hP]; simp
  have h2 : P * semicanonical P F = P * F * P := by
    calc P * semicanonical P F = (P * P) * F * P + (P - P * P) * F * (1 - P) := by
          unfold semicanonical; noncomm_ring
      _ = P * F * P := by rw [hP]; simp
  rw [h1, h2]
```

## The unique minimiser

Let $X$ commute with $P$ and put $D=H-X$. Then $DP=PD$, and taking adjoints with $P^\dagger=P$ gives $D^\dagger P=PD^\dagger$. The trace identity with $C=D^\dagger$ yields $\mathrm{tr}(D^\dagger(F-H))=0$. Since $F-X=(F-H)+D$,

$$\|F-X\|^2=\|F-H\|^2+\|H-X\|^2.$$

```lean
/-- Pythagorean relation: for `X` commuting with the density matrix, the squared distance from
`F` to `X` is the sum of those from `F` to the semicanonical matrix and from there to `X`. -/
theorem frobSq_pythagoras {P : Matrix n n ℂ} (hP : IsDensityMatrix P) (F X : Matrix n n ℂ)
    (hX : X * P = P * X) :
    frobSq (F - X) = frobSq (F - semicanonical P F) + frobSq (semicanonical P F - X) := by
  have hB : P * (semicanonical P F - X) = (semicanonical P F - X) * P := by
    rw [mul_sub, sub_mul, semicanonical_commute hP.idem, hX]
  -- the adjoint of the difference commutes with `P` as well
  have hC := congrArg Matrix.conjTranspose hB
  rw [Matrix.conjTranspose_mul, Matrix.conjTranspose_mul, hP.herm] at hC
  rw [← frobSq_add_of_orthogonal, sub_add_sub_cancel]
  rw [mul_sub, Matrix.trace_sub, trace_mul_semicanonical hP.idem F _ hC, sub_self]
```

For Hermitian $F$, each of $PFP$ and $QFQ$ is its own adjoint, so $H$ is Hermitian. Taking $C=P$ gives $\mathrm{tr}(HP)=\mathrm{tr}(FP)$. If $X\neq H$, the last term above is positive, and monotonicity of the square root gives $\|F-H\|<\|F-X\|$. The theorem joins these statements; its competitors $X$ are all complex matrices commuting with $P$, Hermitian or not.

```lean
/-- The semicanonical projection of a Hermitian Fock matrix is Hermitian, commutes with the
density matrix, keeps the trace with it, and is strictly closer to `F` in Frobenius norm than
any other matrix commuting with the density matrix. -/
theorem semicanonical_unique_minimizer {P F : Matrix n n ℂ} (hP : IsDensityMatrix P)
    (hF : F.IsHermitian) :
    (semicanonical P F).IsHermitian ∧
    semicanonical P F * P = P * semicanonical P F ∧
    (semicanonical P F * P).trace = (F * P).trace ∧
    ∀ X : Matrix n n ℂ, X * P = P * X → X ≠ semicanonical P F →
      frobNorm (F - semicanonical P F) < frobNorm (F - X) := by
  refine ⟨?_, semicanonical_commute hP.idem F, ?_, ?_⟩
  · unfold Matrix.IsHermitian
    simp only [semicanonical, Matrix.conjTranspose_add, Matrix.conjTranspose_mul,
      Matrix.conjTranspose_sub, Matrix.conjTranspose_one, hP.herm, hF.eq, Matrix.mul_assoc]
  · rw [Matrix.trace_mul_comm, trace_mul_semicanonical hP.idem F P rfl]
    exact Matrix.trace_mul_comm _ _
  · intro X hX hne
    have hpos := frobSq_pos (sub_ne_zero.mpr hne.symm)
    have hpyth := frobSq_pythagoras hP F X hX
    exact Real.sqrt_lt_sqrt
      (Finset.sum_nonneg fun _ _ => Finset.sum_nonneg fun _ _ => sq_nonneg _) (by linarith)
```

## The occupied-virtual block and self-consistency

Put $A=PFQ$, the block that couples occupied to virtual orbitals. For Hermitian $F$, expanding $F=(P+Q)F(P+Q)$ gives $F-H=PFQ+QFP=A+A^\dagger$. As $QP=0$, $A^2=0$, so $A$ and $A^\dagger$ are orthogonal. They have equal norms, hence

$$\|F-H\|^2=2\|PFQ\|^2.$$

```lean
/-- The squared distance from a Hermitian Fock matrix to its semicanonical projection is twice
the squared norm of the occupied-virtual block. -/
theorem frobSq_residual {P F : Matrix n n ℂ} (hP : IsDensityMatrix P) (hF : F.IsHermitian) :
    frobSq (F - semicanonical P F) = 2 * frobSq (P * F * (1 - P)) := by
  have hA : (P * F * (1 - P))ᴴ = (1 - P) * F * P := by
    simp only [Matrix.conjTranspose_mul, Matrix.conjTranspose_sub, Matrix.conjTranspose_one,
      hP.herm, hF.eq, Matrix.mul_assoc]
  -- the residual is the occupied-virtual block plus its adjoint
  have hsplit : F - semicanonical P F = P * F * (1 - P) + (P * F * (1 - P))ᴴ := by
    rw [hA]; unfold semicanonical; noncomm_ring
  have hsq : (P * F * (1 - P)) * (P * F * (1 - P)) = 0 := by
    calc (P * F * (1 - P)) * (P * F * (1 - P))
        = P * F * (P - P * P) * F * (1 - P) := by noncomm_ring
      _ = 0 := by rw [hP.idem]; simp
  have hstar : ∀ A : Matrix n n ℂ, frobSq Aᴴ = frobSq A := by
    intro A
    unfold frobSq
    rw [Finset.sum_comm]
    simp only [Matrix.conjTranspose_apply, norm_star]
  rw [hsplit, frobSq_add_of_orthogonal, hstar]
  · ring
  · rw [Matrix.conjTranspose_conjTranspose, hsq, Matrix.trace_zero]
```

If $H=F$, then $F$ commutes with $P$ because $H$ does. Conversely, if $FP=PF$, then $PFP=FP^2=FP$, and

$$H=F-PF-FP+2PFP=F.$$

When $F$ is the Fock matrix built from $P$ itself, $FP=PF$ is the self-consistency condition. For a determinant that fails it, the eigenvalues of $H$ can serve as orbital energies in a random-phase treatment without changing $P$. Nothing here ensures that the occupied ones lie below the virtual ones; that has to be checked in each case.

```lean
/-- The semicanonical projection leaves the Fock matrix unchanged exactly when the Fock matrix
commutes with the density matrix. -/
theorem semicanonical_eq_self_iff {P : Matrix n n ℂ} (hP : P * P = P) (F : Matrix n n ℂ) :
    semicanonical P F = F ↔ F * P = P * F := by
  constructor
  · intro h
    have c := semicanonical_commute hP F
    rw [h] at c
    exact c
  · intro h
    have e : P * F * P = F * P := by rw [← h, mul_assoc, hP]
    calc semicanonical P F = F - P * F - F * P + (P * F * P + P * F * P) := by
          unfold semicanonical; noncomm_ring
      _ = F := by rw [e, ← h]; abel
```

## Two levels by hand

Take

$$P=\begin{pmatrix}1&0\\0&0\end{pmatrix},\quad F=\begin{pmatrix}-1&1\\1&2\end{pmatrix},\quad H=\begin{pmatrix}-1&0\\0&2\end{pmatrix}.$$

Both $\mathrm{tr}(HP)$ and $\mathrm{tr}(FP)$ equal $-1$. The matrices commuting with $P$ are the diagonal ones, $X=\mathrm{diag}(a,b)$, and

$$\|F-X\|^2=|a+1|^2+|b-2|^2+2,$$

which is smallest at $a=-1$, $b=2$. The remaining $2$ is twice the squared coupling. The code checks, entry by entry, that $P$ is a density matrix, that $F$ is Hermitian and that $H$ has the form shown.

```lean
/-- A two-level instance: a density matrix, a Hermitian Fock matrix with non-zero
occupied-virtual coupling, and its diagonal semicanonical projection. -/
theorem semicanonical_witness :
    IsDensityMatrix (!![1, 0; 0, 0] : Matrix (Fin 2) (Fin 2) ℂ) ∧
    (!![-1, 1; 1, 2] : Matrix (Fin 2) (Fin 2) ℂ).IsHermitian ∧
    semicanonical (!![1, 0; 0, 0] : Matrix (Fin 2) (Fin 2) ℂ) !![-1, 1; 1, 2]
      = !![-1, 0; 0, 2] := by
  refine ⟨⟨?_, ?_⟩, ?_, ?_⟩
  · ext i j
    fin_cases i <;> fin_cases j <;> simp
  · ext i j
    fin_cases i <;> fin_cases j <;> simp [Matrix.mul_apply, Fin.sum_univ_succ]
  · unfold Matrix.IsHermitian
    ext i j
    fin_cases i <;> fin_cases j <;> simp
  · ext i j
    fin_cases i <;> fin_cases j <;>
      simp [semicanonical, Matrix.mul_apply, Fin.sum_univ_succ, Matrix.one_apply]

end

end SemicanonicalProjection
```

```lean
#print axioms SemicanonicalProjection.semicanonical_unique_minimizer
-- 'SemicanonicalProjection.semicanonical_unique_minimizer' depends on axioms: [propext, Classical.choice, Quot.sound]
#print axioms SemicanonicalProjection.frobSq_residual
-- 'SemicanonicalProjection.frobSq_residual' depends on axioms: [propext, Classical.choice, Quot.sound]
#print axioms SemicanonicalProjection.semicanonical_eq_self_iff
-- 'SemicanonicalProjection.semicanonical_eq_self_iff' depends on axioms: [propext, Classical.choice, Quot.sound]
```
